# For two harmonically coupled overdamped coordinates at different temperatures, the stationary Lyapunov equation is equivalent to a symmetric covariance matrix obeying three balance relations

The model is a pair of overdamped coordinates with linear forces: `x` is held by a spring of stiffness `k` and tied to `z` by a spring of stiffness `κ`, with frictions `γ` and `Γ` and noise at temperatures `T` and `Ts`, in units where Boltzmann's constant is one. For positive stiffnesses and frictions, `isStationary_iff_balance` states that a real 2×2 matrix `S` solves the stationary Lyapunov equation exactly when it is symmetric and its entries satisfy three scalar balance relations. The attempt first writes out the four entries of the equation's left-hand side in a step called `entries`. It then gets symmetry from the difference of the two off-diagonal equations and the balance relations by clearing denominators, and for the converse shows from the relations that each entry vanishes.

As first written in Lean, the proof fails:

```lean
import Mathlib

open Matrix Filter Topology

namespace TemperatureAcceleratedSampling

noncomputable section

variable {k κ γ Γ T Ts : ℝ}

/-- Drift matrix of the overdamped pair `(x, z)` with nonzero frictions `γ` and `Γ`. -/
def drift (k κ γ Γ : ℝ) : Matrix (Fin 2) (Fin 2) ℝ :=
  !![-(k + κ) / γ, κ / γ; κ / Γ, -κ / Γ]

/-- Noise matrix for `x` at temperature `T` and `z` at temperature `Ts`, in units with
Boltzmann constant one and for nonzero frictions. -/
def noise (γ Γ T Ts : ℝ) : Matrix (Fin 2) (Fin 2) ℝ :=
  !![2 * T / γ, 0; 0, 2 * Ts / Γ]

/-- The Lyapunov equation for a stationary covariance matrix `S` of `(x, z)`. -/
def IsStationary (k κ γ Γ T Ts : ℝ) (S : Matrix (Fin 2) (Fin 2) ℝ) : Prop :=
  drift k κ γ Γ * S + S * (drift k κ γ Γ)ᵀ + noise γ Γ T Ts = 0

/-- The Lyapunov equation is equivalent to symmetry of `S` and three scalar balance relations
between the variances and the covariance. -/
theorem isStationary_iff_balance (hk : 0 < k) (hκ : 0 < κ) (hγ : 0 < γ) (hΓ : 0 < Γ)
    (S : Matrix (Fin 2) (Fin 2) ℝ) :
    IsStationary k κ γ Γ T Ts S ↔
      S 0 1 = S 1 0 ∧ (k + κ) * S 0 0 = κ * S 0 1 + T ∧ κ * S 1 1 = κ * S 0 1 + Ts ∧
      Γ * ((k + κ) * S 0 1 - κ * S 1 1) = γ * κ * (S 0 0 - S 0 1) := by
  -- the four entries of the left-hand side of the Lyapunov equation
  have entries : drift k κ γ Γ * S + S * (drift k κ γ Γ)ᵀ + noise γ Γ T Ts =
      !![(κ * (S 0 1 + S 1 0) - 2 * (k + κ) * S 0 0 + 2 * T) / γ,
         (κ * S 1 1 - (k + κ) * S 0 1) / γ + κ * (S 0 0 - S 0 1) / Γ;
         (κ * S 1 1 - (k + κ) * S 1 0) / γ + κ * (S 0 0 - S 1 0) / Γ,
         (κ * (S 0 1 + S 1 0) - 2 * κ * S 1 1 + 2 * Ts) / Γ] := by
    ext i j
    fin_cases i <;> fin_cases j <;>
      simp [drift, noise, Matrix.mul_apply, Fin.sum_univ_two] <;> ring
  unfold IsStationary
  rw [entries]
  constructor
  · intro h
    have h00 : (κ * (S 0 1 + S 1 0) - 2 * (k + κ) * S 0 0 + 2 * T) / γ = 0 :=
      congrFun (congrFun h 0) 0
    have h01 : (κ * S 1 1 - (k + κ) * S 0 1) / γ + κ * (S 0 0 - S 0 1) / Γ = 0 :=
      congrFun (congrFun h 0) 1
    have h10 : (κ * S 1 1 - (k + κ) * S 1 0) / γ + κ * (S 0 0 - S 1 0) / Γ = 0 :=
      congrFun (congrFun h 1) 0
    have h11 : (κ * (S 0 1 + S 1 0) - 2 * κ * S 1 1 + 2 * Ts) / Γ = 0 :=
      congrFun (congrFun h 1) 1
    -- the antisymmetric part decays at a positive rate, so it vanishes
    have hs : ((k + κ) / γ + κ / Γ) * (S 0 1 - S 1 0) = 0 := by
      linear_combination h10 - h01
    have hr : (k + κ) / γ + κ / Γ ≠ 0 := by positivity
    have sym : S 0 1 = S 1 0 := sub_eq_zero.mp ((mul_eq_zero.mp hs).resolve_left hr)
    have n00 := (div_eq_zero_iff.mp h00).resolve_right hγ.ne'
    have n11 := (div_eq_zero_iff.mp h11).resolve_right hΓ.ne'
    rw [div_add_div _ _ hγ.ne' hΓ.ne'] at h01
    have n01 := (div_eq_zero_iff.mp h01).resolve_right (mul_pos hγ hΓ).ne'
    refine ⟨sym, ?_, ?_, ?_⟩
    · linear_combination (-1 / 2) * n00 - κ / 2 * sym
    · linear_combination (-1 / 2) * n11 - κ / 2 * sym
    · linear_combination -n01
  · rintro ⟨sym, e0, e1, e2⟩
    have h00 : (κ * (S 0 1 + S 1 0) - 2 * (k + κ) * S 0 0 + 2 * T) / γ = 0 :=
      div_eq_zero_iff.mpr (Or.inl (by linear_combination (-2) * e0 - κ * sym))
    have h11 : (κ * (S 0 1 + S 1 0) - 2 * κ * S 1 1 + 2 * Ts) / Γ = 0 :=
      div_eq_zero_iff.mpr (Or.inl (by linear_combination (-2) * e1 - κ * sym))
    have h01 : (κ * S 1 1 - (k + κ) * S 0 1) / γ + κ * (S 0 0 - S 0 1) / Γ = 0 := by
      rw [div_add_div _ _ hγ.ne' hΓ.ne']
      exact div_eq_zero_iff.mpr (Or.inl (by linear_combination -e2))
    have h10 : (κ * S 1 1 - (k + κ) * S 1 0) / γ + κ * (S 0 0 - S 1 0) / Γ = 0 := by
      rw [← sym]
      exact h01
    rw [h00, h01, h10, h11]
    ext i j
    fin_cases i <;> fin_cases j <;> rfl

end

end TemperatureAcceleratedSampling
```

Lean reports:

```
Try this:
  [apply] ring_nf
  
  The `ring` tactic failed to close the goal. Use `ring_nf` to obtain a normal form.
    
  Note that `ring` works primarily in *commutative* rings. If you have a noncommutative ring, abelian group or module, consider using `noncomm_ring`, `abel` or `module` instead.
Try this:
  [apply] ring_nf
  
  The `ring` tactic failed to close the goal. Use `ring_nf` to obtain a normal form.
    
  Note that `ring` works primarily in *commutative* rings. If you have a noncommutative ring, abelian group or module, consider using `noncomm_ring`, `abel` or `module` instead.
Try this:
  [apply] ring_nf
  
  The `ring` tactic failed to close the goal. Use `ring_nf` to obtain a normal form.
    
  Note that `ring` works primarily in *commutative* rings. If you have a noncommutative ring, abelian group or module, consider using `noncomm_ring`, `abel` or `module` instead.
Try this:
  [apply] ring_nf
  
  The `ring` tactic failed to close the goal. Use `ring_nf` to obtain a normal form.
    
  Note that `ring` works primarily in *commutative* rings. If you have a noncommutative ring, abelian group or module, consider using `noncomm_ring`, `abel` or `module` instead.
Main.lean:36:64: error: unsolved goals
case «0».«0»
k κ γ Γ T Ts : ℝ
hk : 0 < k
hκ : 0 < κ
hγ : 0 < γ
hΓ : 0 < Γ
S : Matrix (Fin 2) (Fin 2) ℝ
⊢ -(κ * γ⁻¹ * S 0 0) + κ * γ⁻¹ * S 0 1 - k * γ⁻¹ * S 0 0 + γ⁻¹ * T * 2 + (![-(κ * γ⁻¹) - k * γ⁻¹, κ * γ⁻¹] ᵥ* S) 0 =
    -(κ * γ⁻¹ * S 0 0 * 2) + κ * γ⁻¹ * S 0 1 + κ * γ⁻¹ * S 1 0 - k * γ⁻¹ * S 0 0 * 2 + γ⁻¹ * T * 2

case «0».«1»
k κ γ Γ T Ts : ℝ
hk : 0 < k
hκ : 0 < κ
hγ : 0 < γ
hΓ : 0 < Γ
S : Matrix (Fin 2) (Fin 2) ℝ
⊢ κ * S 0 0 * Γ⁻¹ - κ * Γ⁻¹ * S 0 1 + (![-(κ * γ⁻¹) - k * γ⁻¹, κ * γ⁻¹] ᵥ* S) 1 =
    -(κ * γ⁻¹ * S 0 1) + κ * γ⁻¹ * S 1 1 + κ * S 0 0 * Γ⁻¹ - κ * Γ⁻¹ * S 0 1 - k * γ⁻¹ * S 0 1

case «1».«0»
k κ γ Γ T Ts : ℝ
hk : 0 < k
hκ : 0 < κ
hγ : 0 < γ
hΓ : 0 < Γ
S : Matrix (Fin 2) (Fin 2) ℝ
⊢ -(κ * S 1 0 * γ⁻¹) + κ * γ⁻¹ * S 1 1 + (![κ * Γ⁻¹, -(κ * Γ⁻¹)] ᵥ* S) 0 - S 1 0 * k * γ⁻¹ =
    -(κ * Γ⁻¹ * S 1 0) + κ * Γ⁻¹ * S 0 0 - κ * S 1 0 * γ⁻¹ + κ * γ⁻¹ * S 1 1 - S 1 0 * k * γ⁻¹

case «1».«1»
k κ γ Γ T Ts : ℝ
hk : 0 < k
hκ : 0 < κ
hγ : 0 < γ
hΓ : 0 < Γ
S : Matrix (Fin 2) (Fin 2) ℝ
⊢ κ * Γ⁻¹ * S 1 0 - κ * Γ⁻¹ * S 1 1 + Γ⁻¹ * Ts * 2 + (![κ * Γ⁻¹, -(κ * Γ⁻¹)] ᵥ* S) 1 =
    κ * Γ⁻¹ * S 1 0 - κ * Γ⁻¹ * S 1 1 * 2 + κ * Γ⁻¹ * S 0 1 + Γ⁻¹ * Ts * 2
```

Diagnosis. The four "Try this" messages say that `ring` failed to close a goal, once for each matrix entry, and the error lists the four goals left in `entries`.

Each goal still contains a term such as `(![κ * Γ⁻¹, -(κ * Γ⁻¹)] ᵥ* S) 0`, an entry of a row vector times `S`. Once `drift` was unfolded to an explicit matrix, `simp` turned the product `drift k κ γ Γ * S` into this row-by-row form, where `Matrix.mul_apply`, which concerns entries of a matrix product, no longer applies. Nothing in the `simp` call expanded `ᵥ*` for the general matrix `S`, and `ring` does not unfold it, so it could not match that term with the entries of `S` on the right.

The repair adds `Matrix.vecMul` and `dotProduct` to the `simp` call. The first unfolds the row-vector product into dot products, the second turns these into sums, and `Fin.sum_univ_two`, already present, writes out the two terms. `ring` can then close the goals. Moving `ring` to its own line is mere layout.

After these edits no error is left:

```diff
@@ -37,5 +37,6 @@
     ext i j
     fin_cases i <;> fin_cases j <;>
-      simp [drift, noise, Matrix.mul_apply, Fin.sum_univ_two] <;> ring
+      simp [drift, noise, Matrix.mul_apply, Matrix.vecMul, dotProduct, Fin.sum_univ_two] <;>
+      ring
   unfold IsStationary
   rw [entries]
```
